# The Dudarev energy along a line of occupation matrices: slope Re Tr(V h), constant curvature −U Re Tr(h²)

A physical occupation matrix is Hermitian, but here the energy is defined for every complex square matrix n, by taking the real part of a trace:

E(n) = (U/2) Re Tr(n − n²).

The energy is then always a real number, and E(n + t h) is an ordinary real function of a real parameter t for any matrix direction h. Hermiticity enters as a hypothesis only where it is needed. Real matrices are a special case, in which Re changes nothing.

The number U stands for the effective on-site interaction, the Coulomb parameter minus the exchange parameter. It is a fixed real constant of either sign unless stated otherwise. With the potential V(n) = U(1/2 − n), where 1/2 means half the identity matrix, the slope of E(n + t h) at t = 0 is Re Tr(V(n) h), and the second derivative is −U Re Tr(h²) at every t.

In DFT+U, V is the matrix that this correction adds to the Hamiltonian in the localized subspace, and the curvature says how strongly the correction bends the energy as a function of fractional occupation. Both statements concern the correction term alone, for one site and one spin channel, with n varied freely and without orbital relaxation.

## An energy for every complex matrix

```lean
import Mathlib

open Matrix

namespace DudarevCurvature

noncomputable section

variable {ι : Type*} [Fintype ι]
```

The first line loads Mathlib, Lean's mathematical library. The symbol `ι` denotes a finite set of localized orbitals, taken to be orthonormal and fixed. Its size is arbitrary.

```lean
/-- The Dudarev energy `(U/2) Re Tr(n - n²)` of an occupation matrix `n`. -/
def energy (U : ℝ) (n : Matrix ι ι ℂ) : ℝ :=
  U / 2 * (n - n * n).trace.re
```

`Matrix ι ι ℂ` is the type of complex matrices with rows and columns labelled by orbitals. The definition takes a real `U` and a matrix `n` and returns a real number. The suffix `.trace.re` means "take the trace, then its real part". Nothing restricts the eigenvalues of n to lie between 0 and 1.

## The energy between two occupation matrices

```lean
/-- Between two occupation matrices `a` and `b` the Dudarev energy differs from linear
interpolation by `(U/2) t (1 - t) Re Tr((b - a)²)`. -/
theorem energy_interpolation (U t : ℝ) (a b : Matrix ι ι ℂ) :
    energy U ((1 - t) • a + t • b) = (1 - t) * energy U a + t * energy U b
      + U / 2 * (t * (1 - t)) * ((b - a) * (b - a)).trace.re := by
  simp only [energy, Matrix.add_mul, Matrix.mul_add, Matrix.sub_mul, Matrix.mul_sub,
    Matrix.smul_mul, Matrix.mul_smul, Matrix.trace_add, Matrix.trace_sub, Matrix.trace_smul,
    Matrix.trace_mul_comm b a, Complex.add_re, Complex.sub_re, Complex.smul_re, smul_eq_mul]
  ring
```

A theorem in Lean has its statement before `:=` and its proof after it. The sign `•` multiplies a matrix by a number. The statement reads

E((1 − t)a + t b) = (1 − t)E(a) + t E(b) + (U/2) t(1 − t) Re Tr((b − a)²).

By hand, Tr n is linear and so interpolates exactly. For the square, cyclicity gives Tr(ba) = Tr(ab), hence

Tr(((1 − t)a + t b)²) = (1 − t)² Tr(a²) + t² Tr(b²) + 2t(1 − t) Tr(ab).

Now insert (1 − t)² = (1 − t) − t(1 − t) and t² = t − t(1 − t). The right-hand side becomes

(1 − t) Tr(a²) + t Tr(b²) − t(1 − t) Tr((b − a)²).

Taking the real part and multiplying by −U/2 gives the claim. In Lean, `simp only` performs the expansion with the listed rules, among them `Matrix.trace_mul_comm b a` for cyclicity, and `ring` finishes the algebra of real numbers.

For a single orbital with a = 0 and b = 1, the formula is the parabola (U/2) t(1 − t), which vanishes at both integer occupations.

## The sign of Re Tr(h²)

```lean
/-- For a Hermitian matrix `h`, `Re Tr(h²)` is the sum of the squared moduli of its entries. -/
theorem trace_sq_of_isHermitian {h : Matrix ι ι ℂ} (hh : h.IsHermitian) :
    (h * h).trace.re = ∑ i, ∑ j, Complex.normSq (h i j) := by
  simp only [Matrix.trace, Matrix.diag_apply, Matrix.mul_apply, Complex.re_sum]
  refine Finset.sum_congr rfl fun i _ => Finset.sum_congr rfl fun j _ => ?_
  have hji : h j i = star (h i j) := (hh.apply j i).symm
  rw [Complex.normSq_apply, Complex.mul_re, hji]
  simp only [Complex.star_def, Complex.conj_re, Complex.conj_im]
  ring
```

The hypothesis `hh` says that h equals its conjugate transpose. Writing out the trace,

Tr(h²) = Σ_i Σ_j h_ij h_ji.

Since h_ji is the complex conjugate of h_ij, each term is |h_ij|², which Lean calls `Complex.normSq (h i j)`. The proof compares the two double sums term by term, and `hji` supplies the conjugation.

```lean
/-- For a nonzero Hermitian matrix `h`, `Re Tr(h²)` is strictly positive. -/
theorem trace_sq_pos {h : Matrix ι ι ℂ} (hh : h.IsHermitian) (h0 : h ≠ 0) :
    0 < (h * h).trace.re := by
  have hex : ∃ i j, h i j ≠ 0 := by
    by_contra hc
    exact h0 (Matrix.ext fun i j => by_contra fun hij => hc ⟨i, j, hij⟩)
  obtain ⟨i, j, hij⟩ := hex
  rw [trace_sq_of_isHermitian hh]
  -- one strictly positive term of the sum suffices, since no term is negative
  exact Finset.sum_pos' (fun _ _ => Finset.sum_nonneg fun _ _ => Complex.normSq_nonneg _)
    ⟨i, Finset.mem_univ i, Finset.sum_pos' (fun _ _ => Complex.normSq_nonneg _)
      ⟨j, Finset.mem_univ j, Complex.normSq_pos.2 hij⟩⟩
```

If h is Hermitian and not zero, some entry h_ij is nonzero. The sum of squared moduli then contains one strictly positive term and no negative ones, so Re Tr(h²) > 0. The proof first obtains such an entry, `hex`, by contradiction, and then applies this argument to the inner and the outer sum.

## The potential and the exact quadratic

```lean
variable [DecidableEq ι]

/-- The Dudarev potential `V = U (1/2 - n)`. -/
def potential (U : ℝ) (n : Matrix ι ι ℂ) : Matrix ι ι ℂ :=
  U • ((1 / 2 : ℝ) • (1 : Matrix ι ι ℂ) - n)
```

This is V(n) = U(1/2 − n), with `(1 : Matrix ι ι ℂ)` as the identity matrix. For U > 0 and a diagonal n, it lowers orbitals that are more than half filled and raises those that are less than half filled.

```lean
/-- The Dudarev energy along a line of occupation matrices is exactly quadratic, with linear
coefficient `Re Tr(V h)` and quadratic coefficient `-(U/2) Re Tr(h²)`. -/
theorem energy_expansion (U t : ℝ) (n h : Matrix ι ι ℂ) :
    energy U (n + t • h) = energy U n + t * (potential U n * h).trace.re
      - U / 2 * t ^ 2 * (h * h).trace.re := by
  simp only [energy, potential, Matrix.add_mul, Matrix.mul_add, Matrix.sub_mul,
    Matrix.smul_mul, Matrix.mul_smul, Matrix.one_mul, Matrix.trace_add, Matrix.trace_sub,
    Matrix.trace_smul, Matrix.trace_mul_comm h n, Complex.add_re, Complex.sub_re,
    Complex.smul_re, smul_eq_mul]
  ring
```

The statement is an identity, with no remainder:

E(n + t h) = E(n) + t Re Tr(V(n) h) − (U/2) t² Re Tr(h²).

To derive it, expand the two traces:

Tr(n + t h) = Tr n + t Tr h,

Tr((n + t h)²) = Tr(n²) + 2t Tr(n h) + t² Tr(h²).

The factor 2 comes from Tr(h n) = Tr(n h). The coefficient of t in the energy is therefore

(U/2) Re Tr(h − 2n h) = Re Tr(U(1/2 − n) h) = Re Tr(V(n) h),

and the coefficient of t² is −(U/2) Re Tr(h²). The Lean proof is the same expansion, again by `simp only` and `ring`.

```lean
/-- When the occupations change by `t h`, the quantity `Re Tr(V h)` changes by
`-t U Re Tr(h²)`. -/
theorem potential_response (U t : ℝ) (n h : Matrix ι ι ℂ) :
    (potential U (n + t • h) * h).trace.re
      = (potential U n * h).trace.re - t * (U * (h * h).trace.re) := by
  simp only [potential, Matrix.add_mul, Matrix.sub_mul, Matrix.smul_mul, Matrix.one_mul,
    Matrix.trace_add, Matrix.trace_sub, Matrix.trace_smul, Complex.add_re, Complex.sub_re,
    Complex.smul_re, smul_eq_mul]
  ring
```

Moving along the line shifts the potential linearly:

V(n + t h) = V(n) − t U h.

Multiplying by h on the right and taking the real part of the trace gives

Re Tr(V(n + t h) h) = Re Tr(V(n) h) − t U Re Tr(h²).

## Slope and curvature

```lean
/-- At every point of the line `n + t h` the slope of the Dudarev energy is `Re Tr(V h)`, with
the potential `V` taken at that point. -/
theorem hasDerivAt_energy (U t : ℝ) (n h : Matrix ι ι ℂ) :
    HasDerivAt (fun s : ℝ => energy U (n + s • h))
      (potential U (n + t • h) * h).trace.re t := by
  have hf : (fun s : ℝ => energy U (n + s • h)) = fun s : ℝ =>
      (energy U n + s * (potential U n * h).trace.re)
        - (U / 2 * (h * h).trace.re) * (s * s) := by
    funext s
    rw [energy_expansion]
    ring
  have h1 := ((hasDerivAt_id' t).mul_const (potential U n * h).trace.re).const_add (energy U n)
  have h2 := ((hasDerivAt_id' t).fun_mul (hasDerivAt_id' t)).const_mul
    (U / 2 * (h * h).trace.re)
  rw [hf]
  refine (h1.fun_sub h2).congr_deriv ?_
  rw [potential_response]
  ring
```

`HasDerivAt f f' t` says that the function f is differentiable at t and has derivative f' there. The expression `fun s : ℝ => ...` is the function that sends s to what follows the arrow. The theorem gives the slope at every point of the line, with the potential evaluated at that point.

Differentiating the quadratic gives

dE(n + t h)/dt = Re Tr(V(n) h) − t U Re Tr(h²),

and by the linear response above this equals Re Tr(V(n + t h) h).

In the proof, `hf` replaces the energy by its quadratic polynomial, `h1` differentiates the constant and linear part, and `h2` the quadratic part. The last lines subtract the two and use `potential_response` to put the result in the stated form.

```lean
/-- Along `n + t h` the Dudarev energy has first derivative `Re Tr(V h)` at `t = 0`, where
`V = U (1/2 - n)`, and second derivative `-U Re Tr(h²)` at every `t`. -/
theorem dudarev_potential_and_curvature (U : ℝ) (n h : Matrix ι ι ℂ) :
    HasDerivAt (fun s : ℝ => energy U (n + s • h)) (potential U n * h).trace.re 0 ∧
    ∀ t : ℝ, HasDerivAt (deriv fun s : ℝ => energy U (n + s • h))
      (-U * (h * h).trace.re) t := by
  constructor
  · have h0 := hasDerivAt_energy U 0 n h
    rwa [zero_smul, add_zero] at h0
  · intro t
    -- the slope is an affine function of the position on the line
    have hd : (deriv fun s : ℝ => energy U (n + s • h)) = fun s : ℝ =>
        (potential U n * h).trace.re - s * (U * (h * h).trace.re) := by
      funext s
      rw [(hasDerivAt_energy U s n h).deriv, potential_response]
    rw [hd]
    exact (((hasDerivAt_id' t).mul_const (U * (h * h).trace.re)).const_sub
      (potential U n * h).trace.re).congr_deriv (by ring)
```

This is the central theorem. The sign `∧` means "and". The first half is the slope Re Tr(V(n) h) at t = 0. The second half concerns `deriv`, which turns a function into its derivative function, and says that this derivative function itself has derivative −U Re Tr(h²) at every t.

The first half is the previous theorem at t = 0, where n + 0·h simplifies to n. For the second, `hd` identifies the derivative function as

s ↦ Re Tr(V(n) h) − s U Re Tr(h²),

a straight line whose slope is the curvature sought.

```lean
/-- For `U > 0` the second derivative of the Dudarev energy is strictly negative along every
nonzero Hermitian direction. -/
theorem curvature_neg {U : ℝ} (hU : 0 < U) (n : Matrix ι ι ℂ) {h : Matrix ι ι ℂ}
    (hh : h.IsHermitian) (h0 : h ≠ 0) (t : ℝ) :
    deriv (deriv fun s : ℝ => energy U (n + s • h)) t < 0 := by
  rw [((dudarev_potential_and_curvature U n h).2 t).deriv]
  linarith [mul_pos hU (trace_sq_pos hh h0)]
```

Here U > 0 and h is Hermitian and nonzero. Since Re Tr(h²) > 0, the second derivative −U Re Tr(h²) is strictly negative. The correction is thus strictly concave along every such direction, whatever n is. The proof rewrites the second derivative with the central theorem, and `linarith` concludes from the positivity of the product U Re Tr(h²).

## Hermitian slopes determine the potential

```lean
/-- For Hermitian `n`, a Hermitian matrix `W` that gives the slope of the Dudarev energy as
`Re Tr(W h)` in every Hermitian direction `h` is the Dudarev potential. -/
theorem potential_unique (U : ℝ) {n W : Matrix ι ι ℂ} (hn : n.IsHermitian)
    (hW : W.IsHermitian)
    (hslope : ∀ h : Matrix ι ι ℂ, h.IsHermitian →
      HasDerivAt (fun s : ℝ => energy U (n + s • h)) (W * h).trace.re 0) :
    W = potential U n := by
  have hV : (potential U n).IsHermitian := by
    unfold Matrix.IsHermitian potential
    rw [Matrix.conjTranspose_smul, Matrix.conjTranspose_sub, Matrix.conjTranspose_smul,
      Matrix.conjTranspose_one, hn.eq, star_trivial, star_trivial]
  by_contra hne
  -- test the two slopes in the direction of the difference of the potentials
  have hD : (W - potential U n).IsHermitian := hW.sub hV
  have heq := (hslope _ hD).unique
    (dudarev_potential_and_curvature U n (W - potential U n)).1
  have hpos := trace_sq_pos hD (sub_ne_zero.2 hne)
  rw [Matrix.sub_mul, Matrix.trace_sub, Complex.sub_re, heq, sub_self] at hpos
  exact lt_irrefl 0 hpos
```

Suppose that n and W are Hermitian and that Re Tr(W h) is the slope of the energy at n for every Hermitian direction h. Then W = V(n). Among Hermitian matrices, the potential is therefore fixed by the slopes in all Hermitian directions.

By hand, set D = W − V(n). It is Hermitian, because n and W are and U is real, so D is itself an allowed direction. Both W and V(n) give the slope along D, and a derivative has only one value:

Re Tr(W D) = Re Tr(V(n) D).

Subtracting the two sides gives Re Tr(D²) = 0. For a nonzero Hermitian D this trace would be positive, so D = 0.

Lean follows the same route. `hV` shows that V(n) is Hermitian, `by_contra` assumes W ≠ V(n), `heq` equates the two slopes, and `hpos` ends as the impossible statement 0 < 0.

## A real direction with the opposite curvature

```lean
/-- Along the real antisymmetric direction with rows `(0, 1)` and `(-1, 0)` the second
derivative of the Dudarev energy is `2 U`. -/
theorem curvature_antisymmetric (U t : ℝ) (n : Matrix (Fin 2) (Fin 2) ℂ) :
    HasDerivAt (deriv fun s : ℝ => energy U (n + s • !![(0 : ℂ), 1; -1, 0])) (2 * U) t := by
  have hJ : (!![(0 : ℂ), 1; -1, 0] * !![(0 : ℂ), 1; -1, 0]).trace.re = -2 := by
    rw [Matrix.trace_fin_two]
    norm_num [Matrix.mul_apply, Fin.sum_univ_two]
  refine ((dudarev_potential_and_curvature U n !![(0 : ℂ), 1; -1, 0]).2 t).congr_deriv ?_
  rw [hJ]
  ring

end

end DudarevCurvature
```

`Fin 2` labels two orbitals, and `!![(0 : ℂ), 1; -1, 0]` is the matrix with rows (0, 1) and (−1, 0). Call it J. Its square is minus the identity, so Tr(J²) = −2 and the second derivative is

−U · (−2) = 2U.

For U > 0 the energy is convex along J. This direction is real but not Hermitian, so it does not lead from one physical occupation matrix to another. It shows that real entries alone do not fix the sign of the curvature. In the proof, `hJ` computes the trace, and the central theorem supplies the rest.

```lean
#print axioms DudarevCurvature.energy_expansion
#print axioms DudarevCurvature.curvature_neg
#print axioms DudarevCurvature.potential_unique
#print axioms DudarevCurvature.curvature_antisymmetric
```

```
'DudarevCurvature.energy_expansion' depends on axioms: [propext, Classical.choice, Quot.sound]
'DudarevCurvature.curvature_neg' depends on axioms: [propext, Classical.choice, Quot.sound]
'DudarevCurvature.potential_unique' depends on axioms: [propext, Classical.choice, Quot.sound]
'DudarevCurvature.curvature_antisymmetric' depends on axioms: [propext, Classical.choice, Quot.sound]
```
